# The sum of absolute roots of a monic real-rooted polynomial as a Coulson integral

In the Hückel model, ethylene has two π levels. Measured from the carbon energy α in units of the coupling β, they are +1 and −1, the roots of P(X) = X² − 1. Evaluating P on the imaginary axis gives

2 − ix · P′(ix)/P(ix) = 2 − 2x²/(1 + x²) = 2/(1 + x²).

The integral over all real x is 2π. Dividing by π gives 2 = |1| + |−1|, which is also the energy of two electrons in the bonding level. No root was needed to evaluate the integrand.

## Level sums without diagonalisation

Let P be a monic real polynomial of degree n whose roots r₁, …, rₙ, listed with multiplicity, are all real. Then

Σₖ |rₖ| = (1/π) ∫ Re[n − ix P′(ix)/P(ix)] dx,

with the integral over the real line. Textbooks often omit Re and take a principal value; with Re the integral converges absolutely.

For a real symmetric matrix A with eigenvalues εᵢ and characteristic polynomial P, it follows that

2 Σᵢ max(εᵢ, 0) = tr A + (1/π) ∫ Re[n − ix P′(ix)/P(ix)] dx.

A code can use this to obtain the total energy of a finite, non-interacting model from P, or from the resolvent trace tr (z − A)⁻¹ = P′(z)/P(z) at imaginary z, when exactly the positive levels are doubly occupied. The resolvent form is ordinary linear algebra and plays no part in the Lean proof.

The sign convention matters. In units of β, which is negative, bonding levels are positive. For a Hamiltonian in ordinary energy units, with the doubly occupied levels below zero and the empty ones above, apply the formula to −A and change the sign of the result.

## One Lorentzian per level

Since P(z) = ∏ₖ (z − rₖ), its logarithmic derivative is P′(z)/P(z) = Σₖ 1/(z − rₖ). Hence

n − z P′(z)/P(z) = Σₖ [1 − z/(z − rₖ)].

Set z = ix with x ≠ 0. For one root r,

ix/(ix − r) = ix(−ix − r)/(r² + x²) = (x² − irx)/(r² + x²),

so the real part of its term is

1 − x²/(r² + x²) = r²/(r² + x²).

For r ≠ 0, the substitution x = |r|u gives

∫ r²/(r² + x²) dx = |r| ∫ du/(1 + u²) = π|r|.

For r = 0 both sides vanish. Summing over the roots and dividing by π gives the first formula. The second follows from 2 max(ε, 0) = ε + |ε| and Σᵢ εᵢ = tr A.

Allyl shows the limiting case of a level at zero. Its roots are √2, 0 and −√2, and the integrand is 4/(2 + x²) for x ≠ 0. The integral divided by π is 2√2, with nothing from the nonbonding level. At x = 0 the original quotient reads 0/0, so a quadrature grid should avoid that point.

## The Lean file

```lean
import Mathlib

open Polynomial MeasureTheory

namespace CoulsonEnergyIntegral

noncomputable section

/-- The Coulson integrand `Re (n - i x P'(i x) / P(i x))` of a real polynomial `P` of degree `n`,
meant for real `x` with `P(i x) ≠ 0`. -/
def coulsonIntegrand (P : ℝ[X]) (x : ℝ) : ℝ :=
  ((P.natDegree : ℂ) - Complex.I * x * aeval (Complex.I * x) (derivative P)
    / aeval (Complex.I * x) P).re

/-- Partial fractions: away from the levels `r` in `s`, the polynomial `P = ∏ (X - r)` does not
vanish at `z`, and `n - z P'(z) / P(z)` is the sum of the one-level terms `1 - z / (z - r)`,
where `n` is the number of levels. -/
theorem partial_fractions (s : Multiset ℝ) (z : ℂ) (hz : ∀ r ∈ s, z - (r : ℂ) ≠ 0) :
    aeval z (s.map fun r => X - C r).prod ≠ 0 ∧
    (s.card : ℂ) - z * aeval z (derivative (s.map fun r => X - C r).prod)
      / aeval z (s.map fun r => X - C r).prod
      = (s.map fun r : ℝ => 1 - z / (z - (r : ℂ))).sum := by
  induction s using Multiset.induction_on with
  | empty => simp
  | cons a s ih =>
    obtain ⟨h0, h1⟩ := ih fun r hr => hz r (Multiset.mem_cons_of_mem hr)
    have ha := hz a (Multiset.mem_cons_self a s)
    have hX : aeval z (X - C a : ℝ[X]) = z - (a : ℂ) := by simp
    -- the logarithmic derivative of a product is a sum
    have key : ∀ p q : ℂ, p ≠ 0 →
        z * (p + (z - a) * q) / ((z - a) * p) = z / (z - a) + z * q / p := by
      intro p q hp
      rw [div_add_div _ _ ha hp]
      congr 1
      ring
    simp only [Multiset.map_cons, Multiset.prod_cons, Multiset.sum_cons, Multiset.card_cons,
      derivative_mul, derivative_X_sub_C, one_mul, map_add, map_mul, hX]
    refine ⟨mul_ne_zero ha h0, ?_⟩
    rw [← h1, key _ _ h0]
    push_cast
    ring

/-- On the imaginary axis, away from the origin, the real part of the term of a level `r` is the
Lorentzian `r² / (r² + x²)`. -/
theorem re_level_term (r : ℝ) {x : ℝ} (hx : x ≠ 0) :
    (1 - Complex.I * x / (Complex.I * x - (r : ℂ))).re = r ^ 2 / (r ^ 2 + x ^ 2) := by
  have h : r ^ 2 + x ^ 2 ≠ 0 := by positivity
  have h1 : (Complex.I * x - (r : ℂ)).re = -r := by simp
  have h2 : (Complex.I * x - (r : ℂ)).im = x := by simp
  have h3 : (Complex.I * (x : ℂ)).re = 0 := by simp
  have h4 : (Complex.I * (x : ℂ)).im = x := by simp
  have e : -r * -r + x * x = r ^ 2 + x ^ 2 := by ring
  have k : x * x / (r ^ 2 + x ^ 2) = 1 - r ^ 2 / (r ^ 2 + x ^ 2) := by
    rw [eq_sub_iff_add_eq, ← add_div, div_eq_one_iff_eq h]
    ring
  rw [Complex.sub_re, Complex.one_re, Complex.div_re, Complex.normSq_apply, h1, h2, h3, h4, e,
    zero_mul, zero_div, zero_add, k]
  ring

/-- For a monic polynomial with only real roots, the Coulson integrand at `x ≠ 0` is a sum of
Lorentzians, one for each root counted with multiplicity. -/
theorem coulsonIntegrand_eq_sum {P : ℝ[X]} (hP : P.Monic)
    (hroots : P.roots.card = P.natDegree) {x : ℝ} (hx : x ≠ 0) :
    coulsonIntegrand P x = (P.roots.map fun r => r ^ 2 / (r ^ 2 + x ^ 2)).sum := by
  have hprod := prod_multiset_X_sub_C_of_monic_of_roots_card_eq hP hroots
  have hz : ∀ r ∈ P.roots, Complex.I * x - (r : ℂ) ≠ 0 := by
    intro r _ h
    apply hx
    simpa using congrArg Complex.im h
  have h := (partial_fractions P.roots (Complex.I * x) hz).2
  rw [hprod, hroots] at h
  -- the real part is taken term by term
  have hre : ∀ s : Multiset ℝ,
      (s.map fun r : ℝ => 1 - Complex.I * x / (Complex.I * x - (r : ℂ))).sum.re
        = (s.map fun r => r ^ 2 / (r ^ 2 + x ^ 2)).sum := by
    intro s
    induction s using Multiset.induction_on with
    | empty => simp
    | cons a s ih =>
      rw [Multiset.map_cons, Multiset.sum_cons, Complex.add_re, ih, re_level_term a hx,
        Multiset.map_cons, Multiset.sum_cons]
  unfold coulsonIntegrand
  rw [h, hre]

/-- The Lorentzian of a level `r` is integrable over the real line, with integral `π |r|`. -/
theorem integral_lorentzian (r : ℝ) :
    Integrable (fun x : ℝ => r ^ 2 / (r ^ 2 + x ^ 2)) ∧
    ∫ x : ℝ, r ^ 2 / (r ^ 2 + x ^ 2) = Real.pi * |r| := by
  by_cases hr : r = 0
  · subst hr
    simp
  · -- rescale to the derivative of the arctangent
    have e : (fun x : ℝ => r ^ 2 / (r ^ 2 + x ^ 2)) = fun x => (1 + (x / r) ^ 2)⁻¹ := by
      funext x
      have h : 1 + (x / r) ^ 2 = (r ^ 2 + x ^ 2) / r ^ 2 := by
        rw [add_div, div_self (pow_ne_zero 2 hr), div_pow]
      rw [h, inv_div]
    rw [e]
    refine ⟨integrable_inv_one_add_sq.comp_div hr, ?_⟩
    rw [Measure.integral_comp_div (fun y : ℝ => (1 + y ^ 2)⁻¹) r,
      integral_univ_inv_one_add_sq, smul_eq_mul, mul_comm]

/-- A finite sum of Lorentzians is integrable, and its integral is `π` times the sum of the
absolute values of the levels. -/
theorem integral_sum_lorentzian (s : Multiset ℝ) :
    Integrable (fun x : ℝ => (s.map fun r => r ^ 2 / (r ^ 2 + x ^ 2)).sum) ∧
    ∫ x : ℝ, (s.map fun r => r ^ 2 / (r ^ 2 + x ^ 2)).sum
      = Real.pi * (s.map fun r => |r|).sum := by
  induction s using Multiset.induction_on with
  | empty => simp
  | cons a s ih =>
    obtain ⟨h1, h2⟩ := integral_lorentzian a
    obtain ⟨h3, h4⟩ := ih
    simp only [Multiset.map_cons, Multiset.sum_cons]
    refine ⟨h1.add h3, ?_⟩
    rw [integral_add h1 h3, h2, h4]
    ring

/-- **Coulson energy integral.** For a monic real polynomial with only real roots, the Coulson
integrand is integrable, and the sum of the absolute values of the roots, counted with
multiplicity, is `1/π` times its integral over the real line. -/
theorem coulson_energy_integral {P : ℝ[X]} (hP : P.Monic)
    (hroots : P.roots.card = P.natDegree) :
    Integrable (coulsonIntegrand P) ∧
    (P.roots.map fun r => |r|).sum = 1 / Real.pi * ∫ x : ℝ, coulsonIntegrand P x := by
  obtain ⟨h1, h2⟩ := integral_sum_lorentzian P.roots
  -- the single point `x = 0` does not matter
  have hae : coulsonIntegrand P =ᵐ[volume]
      fun x : ℝ => (P.roots.map fun r => r ^ 2 / (r ^ 2 + x ^ 2)).sum := by
    have h0 : ({0}ᶜ : Set ℝ) ∈ ae (volume : Measure ℝ) :=
      compl_mem_ae_iff.mpr (measure_singleton 0)
    filter_upwards [h0] with x hx
    exact coulsonIntegrand_eq_sum hP hroots hx
  refine ⟨h1.congr hae.symm, ?_⟩
  rw [integral_congr_ae hae, h2, ← mul_assoc, one_div, inv_mul_cancel₀ Real.pi_ne_zero, one_mul]

/-- For a real symmetric Hückel matrix `A`, twice the sum of the positive eigenvalues is the trace
of `A` plus `1/π` times the Coulson integral of its characteristic polynomial. -/
theorem two_mul_sum_positive_levels {n : Type*} [Fintype n] [DecidableEq n]
    {A : Matrix n n ℝ} (hA : A.IsHermitian) :
    2 * ∑ i, max (hA.eigenvalues i) 0
      = A.trace + 1 / Real.pi * ∫ x : ℝ, coulsonIntegrand A.charpoly x := by
  have hr : A.charpoly.roots = Finset.univ.val.map hA.eigenvalues :=
    hA.roots_charpoly_eq_eigenvalues
  have hcard : A.charpoly.roots.card = A.charpoly.natDegree := by
    rw [hr, Matrix.charpoly_natDegree_eq_dim, Multiset.card_map]
    rfl
  have hsum : (A.charpoly.roots.map fun r => |r|).sum = ∑ i, |hA.eigenvalues i| := by
    rw [hr, Multiset.map_map]
    rfl
  have ht : A.trace = ∑ i, hA.eigenvalues i := hA.trace_eq_sum_eigenvalues
  rw [← (coulson_energy_integral A.charpoly_monic hcard).2, hsum, ht, Finset.mul_sum,
    ← Finset.sum_add_distrib]
  -- level by level, `2 max(e, 0) = e + |e|`
  refine Finset.sum_congr rfl fun i _ => ?_
  rcases le_total 0 (hA.eigenvalues i) with h | h
  · rw [max_eq_left h, abs_of_nonneg h]
    ring
  · rw [max_eq_right h, abs_of_nonpos h]
    ring

end

end CoulsonEnergyIntegral
```

```lean
#print axioms CoulsonEnergyIntegral.coulsonIntegrand_eq_sum
#print axioms CoulsonEnergyIntegral.two_mul_sum_positive_levels
```

```
'CoulsonEnergyIntegral.coulsonIntegrand_eq_sum' depends on axioms: [propext, Classical.choice, Quot.sound]
'CoulsonEnergyIntegral.two_mul_sum_positive_levels' depends on axioms: [propext, Classical.choice, Quot.sound]
```

## Exact integrals, assumed occupations

`coulsonIntegrand P x` is the real part written above, with `aeval` evaluating the real polynomial at a complex number. `P.roots` lists the real roots with multiplicity, so `P.roots.card = P.natDegree` says that all roots are real. `coulson_energy_integral` assumes this and `P.Monic`, and concludes both integrability and the formula.

In `two_mul_sum_positive_levels`, `IsHermitian` over ℝ means symmetric, and real-rootedness is derived from it. There `n` is the type of site labels, not their number. Diagonal entries are free, so heteroatoms are allowed.

`partial_fractions` adds one root at a time by induction; its step `key` is the product rule divided by the product. `re_level_term` takes the real part, and `coulsonIntegrand_eq_sum` combines the two for x ≠ 0. `integral_lorentzian` rescales the arctangent integral, and `integral_sum_lorentzian` adds the levels. The main theorem then uses equality almost everywhere, because the single point x = 0 has measure zero. The matrix theorem splits each level by sign.

The theorems concern exact integrals and carry no bound on quadrature, truncation or rounding error. The step to a molecule is the occupation rule: the electron count must fill the positive levels and leave the negative ones empty. Levels at zero add no energy however they are filled. In the ground state of a neutral alternant hydrocarbon, with α as the energy zero, the rule holds because the nonzero levels come in pairs ±ε. With heteroatoms, a net charge or an odd ring, it has to be checked. The neutral cyclopropenyl radical, with levels 2, −1 and −1 and three electrons, breaks it.
